# Pigeonhole limit for rank-one lattice rules in the Brillouin zone

## Physical setting

Take a crystal lattice in \(d\) dimensions and number the axes \(i = 0,\dots,d-1\). A lattice vector is given by its integer components \(R \in \mathbb{Z}^d\) along the primitive vectors, and a wave vector by its reduced coordinates \(k \in \mathbb{R}^d\) along the reciprocal primitive vectors. With \(R\cdot k = \sum_i R_i k_i\), the plane wave of \(R\) is \(e^{2\pi i R\cdot k}\), periodic with period 1 in each \(k_i\).

A rank-one lattice rule is fixed by a generating vector \(z \in \mathbb{Z}^d\) and a number of points \(N \ge 1\). Its points and its equal-weight average of the plane wave are
\[ k_r = \frac{r z}{N}, \quad r = 0,\dots,N-1, \qquad A(R) = \frac1N \sum_{r=0}^{N-1} e^{2\pi i R\cdot k_r}. \]
The exact zone average of the wave is 1 for \(R = 0\) and 0 otherwise. A nonzero \(R\) with \(A(R) = 1\) is aliased: the grid does not distinguish its wave from a constant. In a non-interacting one-band tight-binding model with orthonormal orbitals and hopping amplitudes \(t_R\) confined to \(|R_i| \le L\), for a natural number \(L\), the band energy is the finite sum \(\sum_R t_R e^{2\pi i R\cdot k}\), and an aliased \(R\) adds \(t_R\) to the sampled energy of the filled band per cell and spin.

## Statement

For \(z \in \mathbb{Z}^d\), \(N \ge 1\) and a natural number \(L\):

1. \(A(R) = 1\) if \(N\) divides \(R\cdot z\), and \(A(R) = 0\) otherwise (`gridAverage_eq`).
2. If \((L+1)^d > N\), there is a nonzero \(R\) with all \(|R_i| \le L\), \(N \mid R\cdot z\) and \(A(R) = 1\), whatever \(z\) is (`pigeonhole_limit`).
3. If \(A(R) = 0\) for every nonzero \(R\) with all \(|R_i| \le L\), then \(N \ge (L+1)^d\) (`points_needed`).
4. The rule with \(N = (L+1)^d\) and \(z_i = (L+1)^i\) has \(A(R) = 0\) for every such \(R\) (`pigeonhole_limit_sharp`), so the bound in 3 is attained.

## Derivation

Put \(m = R\cdot z\), an integer, and \(\omega = e^{2\pi i m/N}\). Since \(R\cdot k_r = r m/N\), the wave at \(k_r\) is \(\omega^r\). The phase \(\omega\) equals 1 exactly when \(m/N\) is an integer, that is when \(N \mid m\); then all \(N\) terms are 1 and \(A(R) = 1\). Otherwise \(\omega \ne 1\) while \(\omega^N = e^{2\pi i m} = 1\), and the geometric sum gives
\[ A(R) = \frac1N\,\frac{\omega^N - 1}{\omega - 1} = 0. \]

For the counting step allow a separate natural bound \(L_i\) on each axis. The box of integer points \(a\) with \(0 \le a_i \le L_i\) holds \(\prod_i (L_i+1)\) points, and \(a\cdot z\) has only \(N\) possible residues modulo \(N\). If \(\prod_i (L_i+1) > N\), two different points \(a, a'\) share a residue. Their difference \(R = a - a'\) is nonzero, satisfies \(-L_i \le R_i \le L_i\), and has \(R\cdot z = a\cdot z - a'\cdot z \equiv 0 \pmod N\). Setting every \(L_i = L\) gives statement 2, and statement 3 follows because an \(R\) with \(A(R) = 1\) contradicts \(A(R) = 0\).

For sharpness let \(b = L+1\), so \(|R_i| < b\), and suppose \(b^d\) divides \(R\cdot z = \sum_i R_i b^i\). For \(d = 0\) there are no components and \(R = 0\). For \(d = n+1\) split off the lowest term,
\[ \sum_{i=0}^{n} R_i b^i = R_0 + b \sum_{i=0}^{n-1} R_{i+1} b^i. \]
The left side is divisible by \(b\), so \(b \mid R_0\), and \(|R_0| < b\) forces \(R_0 = 0\). Cancelling \(b\) leaves \(b^n \mid \sum_{i=0}^{n-1} R_{i+1} b^i\), the same statement with \(n\) components. By induction \(R = 0\). A nonzero \(R\) therefore has \(N \nmid R\cdot z\) and \(A(R) = 0\).

As an instance take \(d = 2\), \(L = 1\), \(z = (1,2)\). With \(N = 3 < 4\), the box points \((0,0), (1,0), (0,1), (1,1)\) have \(a\cdot z = 0, 1, 2, 3\), and the first and last collide modulo 3. So \(R = (1,1)\) is aliased: at the points \((0,0)\), \((\tfrac13,\tfrac23)\), \((\tfrac23,\tfrac43)\) one finds \(R\cdot k_r = 0, 1, 2\), and the wave is 1 each time. With \(N = 4\) the same \(z\) is the rule of statement 4. The eight nonzero \(R\) give \(R\cdot z \in \{\pm1, \pm2, \pm3\}\), none divisible by 4. For \(R = (1,1)\), \(\omega = -i\) and \(A = \tfrac14(1 - i - 1 + i) = 0\).

## What the formal version assumes

The vectors \(z\) and \(R\) have type `Fin d → ℤ`, a wave vector has type `Fin d → ℝ`, and `R ⬝ᵥ z` is the integer \(m\). The definitions `kPoint`, `planeWave` and `gridAverage` are \(k_r\), the plane wave and \(A(R)\), with `range N` supplying \(r = 0,\dots,N-1\); `powerVector d b` is \(z_i = b^i\). The points are not folded back into the unit cell, which the periodicity of the wave makes unnecessary. No coprimality between \(z\) and \(N\) is assumed, so points may coincide modulo reciprocal lattice vectors and are then counted with multiplicity.

The hypothesis `hN : 0 < N` is \(N \ge 1\). At \(N = 0\) the average would be an empty sum with value 0 for every \(R\), which would satisfy `hexact` and make the conclusion of `points_needed` false. For \(d = 0\) or \(L = 0\) the cube holds no nonzero vector, `hL` in `pigeonhole_limit` cannot be met, and `points_needed` reads \(1 \le N\).

The rule is unshifted, has equal weights and has one generator; a product mesh with the same \(n > 1\) points along two or more axes is not of this form. The range of \(R\) is a cube in lattice coordinates, with no metric and no point-group symmetry. The zone integral and the tight-binding reading are background that the theorems do not contain: exactness enters only as the value 0 of `gridAverage` for nonzero \(R\), assumed in `hexact` and proved in `pigeonhole_limit_sharp`. Nothing is stated about the error for integrands with infinitely many Fourier components, such as band energies weighted by occupations in a metal.

## The Lean file

```lean
import Mathlib

open Finset Matrix

namespace RankOneLatticeRule

noncomputable section

variable {d : ℕ}

/-- The `r`-th point `r z / N` of the rank-one lattice rule with generating vector `z`,
in reduced reciprocal coordinates. -/
def kPoint (z : Fin d → ℤ) (N r : ℕ) : Fin d → ℝ :=
  fun i => (r : ℝ) * (z i : ℝ) / (N : ℝ)

/-- The plane wave `exp(2 π i R·k)` of the integer lattice vector `R` at the point `k`. -/
def planeWave (R : Fin d → ℤ) (k : Fin d → ℝ) : ℂ :=
  Complex.exp (2 * Real.pi * Complex.I * ((∑ i, (R i : ℝ) * k i : ℝ) : ℂ))

/-- The equal-weight average of the plane wave of `R` over the `N` points `r z / N`, `r < N`. -/
def gridAverage (z : Fin d → ℤ) (N : ℕ) (R : Fin d → ℤ) : ℂ :=
  (1 / (N : ℂ)) * ∑ r ∈ range N, planeWave R (kPoint z N r)

/-- The generating vector `(1, b, b², …, b^(d-1))`. -/
def powerVector (d b : ℕ) : Fin d → ℤ :=
  fun i => (b : ℤ) ^ (i : ℕ)

/-- On the grid the plane wave at the `r`-th point is the `r`-th power of the phase
`exp(2 π i R·z / N)`. -/
theorem planeWave_kPoint (z R : Fin d → ℤ) (N r : ℕ) :
    planeWave R (kPoint z N r)
      = Complex.exp (2 * Real.pi * Complex.I * (((R ⬝ᵥ z : ℤ) : ℂ) / N)) ^ r := by
  have h : (∑ i, (R i : ℝ) * kPoint z N r i) = (r : ℝ) * (((R ⬝ᵥ z : ℤ) : ℝ) / N) := by
    unfold kPoint dotProduct
    push_cast
    rw [Finset.sum_div, Finset.mul_sum]
    exact Finset.sum_congr rfl fun i _ => by ring
  unfold planeWave
  rw [h, ← Complex.exp_nat_mul]
  congr 1
  simp only [Complex.ofReal_mul, Complex.ofReal_div, Complex.ofReal_natCast,
    Complex.ofReal_intCast]
  ring

/-- For `N ≥ 1` the phase `exp(2 π i m / N)` equals one exactly when `N` divides `m`. -/
theorem phase_eq_one_iff (m : ℤ) {N : ℕ} (hN : 0 < N) :
    Complex.exp (2 * Real.pi * Complex.I * ((m : ℂ) / N)) = 1 ↔ (N : ℤ) ∣ m := by
  have hN' : (N : ℂ) ≠ 0 := by exact_mod_cast hN.ne'
  rw [Complex.exp_eq_one_iff]
  constructor
  · rintro ⟨n, hn⟩
    have h1 : (m : ℂ) / N = n :=
      mul_left_cancel₀ Complex.two_pi_I_ne_zero (by rw [hn]; ring)
    rw [div_eq_iff hN'] at h1
    have h2 : m = n * N := by exact_mod_cast h1
    exact ⟨n, by rw [h2]; ring⟩
  · rintro ⟨n, rfl⟩
    refine ⟨n, ?_⟩
    rw [Int.cast_mul, Int.cast_natCast, mul_div_cancel_left₀ _ hN']
    ring

/-- The grid average of `exp(2 π i R·k)` is one if `N` divides `R·z` and zero otherwise. -/
theorem gridAverage_eq (z R : Fin d → ℤ) {N : ℕ} (hN : 0 < N) :
    gridAverage z N R = if (N : ℤ) ∣ R ⬝ᵥ z then 1 else 0 := by
  have hN' : (N : ℂ) ≠ 0 := by exact_mod_cast hN.ne'
  unfold gridAverage
  simp only [planeWave_kPoint]
  generalize R ⬝ᵥ z = m
  split_ifs with h
  · rw [(phase_eq_one_iff m hN).2 h]
    simp [hN']
  · have hne : Complex.exp (2 * Real.pi * Complex.I * ((m : ℂ) / N)) ≠ 1 :=
      fun e => h ((phase_eq_one_iff m hN).1 e)
    -- the phase is an `N`-th root of unity different from one
    have hpow : Complex.exp (2 * Real.pi * Complex.I * ((m : ℂ) / N)) ^ N = 1 := by
      have e : (N : ℂ) * (2 * Real.pi * Complex.I * ((m : ℂ) / N))
          = m * (2 * Real.pi * Complex.I) := by
        field_simp
      rw [← Complex.exp_nat_mul, e]
      exact Complex.exp_int_mul_two_pi_mul_I m
    rw [geom_sum_eq hne, hpow]
    simp

/-- If the box `0 ≤ a_i ≤ L_i` holds more than `N ≥ 1` integer points, some nonzero integer
vector `R` with `|R_i| ≤ L_i` has `R·z` divisible by `N`. -/
theorem exists_alias_in_box (z : Fin d → ℤ) {N : ℕ} (hN : 0 < N) (L : Fin d → ℕ)
    (hL : N < ∏ i, (L i + 1)) :
    ∃ R : Fin d → ℤ, R ≠ 0 ∧ (∀ i, |R i| ≤ (L i : ℤ)) ∧ (N : ℤ) ∣ R ⬝ᵥ z := by
  have : NeZero N := ⟨hN.ne'⟩
  let v : ((i : Fin d) → Fin (L i + 1)) → (Fin d → ℤ) := fun a i => ((a i : ℕ) : ℤ)
  have hcard : Fintype.card (ZMod N) < Fintype.card ((i : Fin d) → Fin (L i + 1)) := by
    rw [ZMod.card, Fintype.card_pi]
    simpa using hL
  -- two points of the box share the residue of `a·z` modulo `N`
  obtain ⟨a, b, hab, h⟩ := Fintype.exists_ne_map_eq_of_card_lt
    (fun a => ((v a ⬝ᵥ z : ℤ) : ZMod N)) hcard
  have h' : ((v a ⬝ᵥ z : ℤ) : ZMod N) = ((v b ⬝ᵥ z : ℤ) : ZMod N) := h
  refine ⟨v a - v b, ?_, ?_, ?_⟩
  · intro h0
    apply hab
    funext i
    have hi : ((a i : ℕ) : ℤ) - ((b i : ℕ) : ℤ) = 0 := congrFun h0 i
    apply Fin.ext
    omega
  · intro i
    have ha := (a i).isLt
    have hb := (b i).isLt
    show |((a i : ℕ) : ℤ) - ((b i : ℕ) : ℤ)| ≤ (L i : ℤ)
    rw [abs_le]
    constructor <;> omega
  · rw [sub_dotProduct, ← ZMod.intCast_zmod_eq_zero_iff_dvd, Int.cast_sub, h', sub_self]

/-- Pigeonhole limit: if `(L+1)^d > N ≥ 1`, then for any generating vector `z` some nonzero
integer `R` with all `|R_i| ≤ L` has `R·z` divisible by `N`, and the points `r z / N`
average `exp(2 π i R·k)` to one. -/
theorem pigeonhole_limit (z : Fin d → ℤ) {N : ℕ} (hN : 0 < N) (L : ℕ)
    (hL : N < (L + 1) ^ d) :
    ∃ R : Fin d → ℤ, R ≠ 0 ∧ (∀ i, |R i| ≤ (L : ℤ)) ∧ (N : ℤ) ∣ R ⬝ᵥ z ∧
      gridAverage z N R = 1 := by
  obtain ⟨R, h0, hb, hd⟩ := exists_alias_in_box z hN (fun _ => L) (by simpa using hL)
  exact ⟨R, h0, hb, hd, by rw [gridAverage_eq z R hN, if_pos hd]⟩

/-- A rank-one rule that averages the plane wave of every nonzero `R` with all `|R_i| ≤ L`
to zero has at least `(L+1)^d` points. -/
theorem points_needed (z : Fin d → ℤ) {N : ℕ} (hN : 0 < N) (L : ℕ)
    (hexact : ∀ R : Fin d → ℤ, R ≠ 0 → (∀ i, |R i| ≤ (L : ℤ)) → gridAverage z N R = 0) :
    (L + 1) ^ d ≤ N := by
  by_contra hlt
  obtain ⟨R, h0, hb, _, h1⟩ := pigeonhole_limit z hN L (by omega)
  rw [hexact R h0 hb] at h1
  exact zero_ne_one h1

/-- If all `|R_i| < b` and `b^d` divides `∑ R_i b^i`, then `R = 0`. -/
theorem digits_eq_zero (b : ℤ) (hb : b ≠ 0) :
    ∀ (d : ℕ) (R : Fin d → ℤ), (∀ i, |R i| < b) →
      b ^ d ∣ ∑ i, R i * b ^ (i : ℕ) → R = 0 := by
  intro d
  induction d with
  | zero => intro R _ _; funext i; exact i.elim0
  | succ n ih =>
    intro R hR h
    have e : ∑ i : Fin (n + 1), R i * b ^ (i : ℕ)
        = R 0 + b * ∑ i : Fin n, R i.succ * b ^ (i : ℕ) := by
      rw [Fin.sum_univ_succ, Finset.mul_sum]
      congr 1
      · simp
      · exact Finset.sum_congr rfl fun i _ => by rw [Fin.val_succ]; ring
    rw [e, pow_succ'] at h
    -- modulo `b` only the lowest component survives, so it vanishes
    have h1 := (dvd_mul_right b (b ^ n)).trans h
    have h2 : b ∣ R 0 := (dvd_add_left (dvd_mul_right b _)).1 h1
    have h0 : R 0 = 0 := Int.eq_zero_of_abs_lt_dvd h2 (hR 0)
    rw [h0, zero_add] at h
    have h3 := ih (fun i => R i.succ) (fun i => hR i.succ)
      ((mul_dvd_mul_iff_left hb).1 h)
    funext i
    refine Fin.cases ?_ (fun j => ?_) i
    · exact h0
    · exact congrFun h3 j

/-- Sharpness in every dimension: the rule with `N = (L+1)^d` points and `z_i = (L+1)^i`
averages the plane wave of every nonzero `R` with all `|R_i| ≤ L` to zero. -/
theorem pigeonhole_limit_sharp (L : ℕ) (R : Fin d → ℤ) (h0 : R ≠ 0)
    (hR : ∀ i, |R i| ≤ (L : ℤ)) :
    gridAverage (powerVector d (L + 1)) ((L + 1) ^ d) R = 0 := by
  rw [gridAverage_eq _ R (by positivity), if_neg]
  intro h
  rw [Nat.cast_pow] at h
  have hb : ((L + 1 : ℕ) : ℤ) ≠ 0 := by omega
  refine h0 (digits_eq_zero _ hb d R (fun i => ?_) h)
  have hi := hR i
  push_cast
  linarith

end

end RankOneLatticeRule
```

```lean
#print axioms RankOneLatticeRule.pigeonhole_limit
#print axioms RankOneLatticeRule.points_needed
#print axioms RankOneLatticeRule.pigeonhole_limit_sharp
```

```
'RankOneLatticeRule.pigeonhole_limit' depends on axioms: [propext, Classical.choice, Quot.sound]
'RankOneLatticeRule.points_needed' depends on axioms: [propext, Classical.choice, Quot.sound]
'RankOneLatticeRule.pigeonhole_limit_sharp' depends on axioms: [propext, Classical.choice, Quot.sound]
```

## Notes on the proof

`planeWave_kPoint` shows \(R\cdot k_r = r m/N\) term by term in `h` and takes \(r\) out of the exponent with `Complex.exp_nat_mul`. `phase_eq_one_iff` starts from `Complex.exp_eq_one_iff`, which says the exponent is an integer multiple of \(2\pi i\), and cancels \(2\pi i\) to reach \(m = nN\) for an integer \(n\). `gridAverage_eq` splits on \(N \mid m\); in the second case `hne` is \(\omega \ne 1\), `hpow` is \(\omega^N = 1\), and `geom_sum_eq` is the closed form of the geometric sum.

The argument turns on `Fintype.exists_ne_map_eq_of_card_lt` in `exists_alias_in_box`. Given a function between two finite types whose target has fewer elements than its source, it returns two different arguments with the same value. Both sets are therefore written as types. The box is `(i : Fin d) → Fin (L i + 1)`, whose elements choose for each axis a number below \(L_i + 1\), so the bounds are part of the type and `Fintype.card_pi` counts \(\prod_i (L_i+1)\) elements. The residues are `ZMod N`, which is finite with `ZMod.card` equal to \(N\) once `NeZero N` is known, since `ZMod 0` is the integers. The map `v` turns box points into integer vectors, and `v a - v b` is \(R = a - a'\). The three remaining goals are the three properties of \(R\); for the last, `ZMod.intCast_zmod_eq_zero_iff_dvd` converts vanishing in `ZMod N` into divisibility by \(N\). The lemma yields the existence of \(R\) and no formula for it.

`pigeonhole_limit` applies this with the constant bounds `fun _ => L`, and `points_needed` argues by contradiction from it. `digits_eq_zero` is the induction on \(d\): `e` is the splitting of the sum, `h2` and `h0` give \(b \mid R_0\) and \(R_0 = 0\), and `mul_dvd_mul_iff_left hb` cancels \(b\) before `ih` is applied to the shifted vector `fun i => R i.succ`. `pigeonhole_limit_sharp` uses it with \(b = L+1\) to refute divisibility and so selects the value 0 in `gridAverage_eq`.
